# Dropping the off-diagonal elements of a positive definite dielectric matrix never raises the cell-averaged static Coulomb hole

A \(G_0W_0\) calculation in plane waves commonly inverts the dielectric matrix at each wavevector. One way to save work is to keep only the diagonal elements \(\varepsilon_{GG}\) and replace the matrix inversion by the reciprocals \(1/\varepsilon_{GG}\). This neglects the local fields, that is, the coupling between density responses at different reciprocal lattice vectors. For a positive definite static matrix on a finite plane-wave set, the resulting error in the cell-averaged Coulomb hole has a definite sign: the approximate hole is too low unless \(\varepsilon\) was diagonal from the start.

## The dielectric matrix and the averaged hole

Fix a wavevector \(q\) and let \(G\) run over finitely many reciprocal lattice vectors. Let \(\varepsilon\) be the symmetrised static dielectric matrix and \(v_G>0\) the Coulomb weight of the wave \(q+G\), with volume factors absorbed. The screened interaction minus the bare one then has matrix elements

\[
v_G^{1/2}\,(\varepsilon^{-1}-1)_{GG'}\,v_{G'}^{1/2}.
\]

Half of this difference, evaluated at \(r'=r\), is the contribution of \(q\) to the static Coulomb hole at the point \(r\); the full hole is the sum of these contributions over wavevectors. Averaging over the cell removes every term with \(G\neq G'\). Below, "the hole" means the cell average of the contribution of the fixed \(q\), not its value at a point \(r\); an inequality that holds at every \(q\) carries over to the sum.

In the code the index set is a finite type `n`, and `ε` is a complex matrix over it. The weights are finite real numbers, so the divergent term at \(q\to0\), \(G=0\) needs separate treatment before the results apply.

```lean
import Mathlib

open Matrix
open scoped ComplexOrder ComplexConjugate

namespace NeglectedLocalFields

noncomputable section

variable {n : Type*} [Fintype n] [DecidableEq n]
```

The approximation replaces \(\varepsilon\) by its diagonal part, with elements \(\varepsilon_{GG}\delta_{GG'}\). Symmetrising by the Coulomb weights leaves the diagonal elements unchanged, so this is the same approximation as in the unsymmetrised matrix.

```lean
/-- The dielectric matrix with its off-diagonal elements (the local fields) dropped. -/
def diagonalPart (ε : Matrix n n ℂ) : Matrix n n ℂ := Matrix.diagonal fun G => ε G G
```

The averaged hole is

\[
C(\varepsilon)=\tfrac12\sum_G v_G\left[(\varepsilon^{-1})_{GG}-1\right].
\]

The same functional is applied to the full matrix and to its diagonal part. Lean takes real parts because the matrix entries are complex; for Hermitian \(\varepsilon\) the diagonal elements of the inverse are real anyway.

```lean
/-- The contribution of one wavevector to the static Coulomb hole, averaged over the cell: the real
part of `(1/2) ∑ v_G ((ε⁻¹)_GG - 1)`, for an invertible dielectric matrix `ε` and Coulomb weights
`v`. -/
def coulombHole (v : n → ℝ) (ε : Matrix n n ℂ) : ℝ :=
  (1 / 2) * ∑ G, v G * ((ε⁻¹ G G).re - 1)
```

The quantity to control is the difference of the two inverses,

\[
\Delta=\varepsilon^{-1}-D,\qquad D=(\operatorname{diag}\varepsilon)^{-1}.
\]

```lean
/-- The full inverse dielectric matrix minus the inverse of its diagonal part,
for `ε` invertible with nonzero diagonal elements. -/
def screeningError (ε : Matrix n n ℂ) : Matrix n n ℂ := ε⁻¹ - (diagonalPart ε)⁻¹
```

When no \(\varepsilon_{GG}\) vanishes, \(D_{GG'}=\delta_{GG'}/\varepsilon_{GG}\), since the product of this matrix with \(\operatorname{diag}\varepsilon\) is the identity.

```lean
/-- Without local fields, and with nonzero diagonal elements, the dielectric matrix is
inverted element by element. -/
theorem diagonalPart_inv {ε : Matrix n n ℂ} (h : ∀ G, ε G G ≠ 0) :
    (diagonalPart ε)⁻¹ = Matrix.diagonal fun G => (ε G G)⁻¹ := by
  apply Matrix.inv_eq_right_inv
  rw [diagonalPart, Matrix.diagonal_mul_diagonal, ← Matrix.diagonal_one]
  congr 1
  funext G
  exact mul_inv_cancel₀ (h G)
```

## Each diagonal error is a quadratic form

Assume now that \(\varepsilon\) is positive definite, written `ε.PosDef`, which includes being Hermitian. Physically, a static external charge distribution then always costs positive energy in the screened medium. This is an assumption on the matrix here; no response function is computed.

Expanding the triple product gives

\[
\Delta\varepsilon\Delta
=\varepsilon^{-1}\varepsilon\varepsilon^{-1}-\varepsilon^{-1}\varepsilon D-D\varepsilon\varepsilon^{-1}+D\varepsilon D
=\varepsilon^{-1}-2D+D\varepsilon D.
\]

On the diagonal, \((D\varepsilon D)_{GG}=\varepsilon_{GG}^{-1}\varepsilon_{GG}\varepsilon_{GG}^{-1}=D_{GG}\), and therefore

\[
(\Delta\varepsilon\Delta)_{GG}=(\varepsilon^{-1})_{GG}-D_{GG}=\Delta_{GG}.
\]

Both inverses are Hermitian, so \(\Delta\) is too, and the left side is a quadratic form in column \(G\) of \(\Delta\):

\[
\Delta_{GG}=\sum_{K,L}\overline{\Delta_{KG}}\,\varepsilon_{KL}\,\Delta_{LG}.
\]

```lean
/-- For a positive definite dielectric matrix, each diagonal element of the screening error
is the quadratic form of `ε` in the corresponding column of the screening error. -/
theorem screeningError_diag {ε : Matrix n n ℂ} (hε : ε.PosDef) (G : n) :
    screeningError ε G G =
      star (fun K => screeningError ε K G) ⬝ᵥ (ε *ᵥ fun K => screeningError ε K G) := by
  have h0 : ∀ K, ε K K ≠ 0 := fun K => hε.diag_pos.ne'
  have hu : IsUnit ε.det := (Matrix.isUnit_iff_isUnit_det ε).mp hε.isUnit
  -- the screening error is Hermitian
  have hD : (diagonalPart ε).IsHermitian := by
    unfold Matrix.IsHermitian
    rw [diagonalPart, Matrix.diagonal_conjTranspose]
    congr 1
    funext K
    exact hε.isHermitian.apply K K
  have hH : (screeningError ε)ᴴ = screeningError ε := hε.isHermitian.inv.sub hD.inv
  -- expansion of the triple product
  have key : ∀ A E D : Matrix n n ℂ, A * E = 1 → E * A = 1 →
      (A - D) * E * (A - D) = A - D - D + D * E * D := by
    intro A E D h1 h2
    calc (A - D) * E * (A - D)
        = (A * E) * A - (A * E) * D - D * (E * A) + D * E * D := by noncomm_ring
      _ = A - D - D + D * E * D := by rw [h1, h2, one_mul, one_mul, mul_one]
  have hprod : (screeningError ε * ε * screeningError ε) G G = screeningError ε G G := by
    unfold screeningError
    rw [key _ _ _ (Matrix.nonsing_inv_mul ε hu) (Matrix.mul_nonsing_inv ε hu),
      diagonalPart_inv h0]
    simp only [Matrix.add_apply, Matrix.sub_apply, Matrix.mul_diagonal, Matrix.diagonal_mul,
      Matrix.diagonal_apply_eq]
    have h1 : (ε G G)⁻¹ * ε G G * (ε G G)⁻¹ = (ε G G)⁻¹ := by
      rw [inv_mul_cancel₀ (h0 G), one_mul]
    linear_combination h1
  have hquad : ((screeningError ε)ᴴ * ε * screeningError ε) G G =
      star (fun K => screeningError ε K G) ⬝ᵥ (ε *ᵥ fun K => screeningError ε K G) := by
    rw [Matrix.mul_assoc]
    rfl
  rw [← hquad, hH, hprod]
```

In this proof `hH` is the Hermiticity of \(\Delta\), `key` is the expansion, `hprod` is its diagonal element, and `hquad` rewrites that element as the quadratic form.

## The weighted error and the case of equality

Positive definiteness gives \(\Delta_{GG}\ge0\) for every \(G\), hence

\[
\sum_G v_G\Delta_{GG}\ge0.
\]

Suppose the sum is zero. All its terms are nonnegative, so each vanishes, and \(v_G>0\) forces \(\Delta_{GG}=0\). A positive definite form vanishes only on the zero vector, so every column of \(\Delta\) is zero and \(\varepsilon^{-1}=D\). For \(i\neq j\), the \((i,j)\) element of \(\varepsilon\varepsilon^{-1}=1\) then reads

\[
\frac{\varepsilon_{ij}}{\varepsilon_{jj}}=0,
\]

so \(\varepsilon\) is diagonal. Conversely, a diagonal \(\varepsilon\) equals its diagonal part, and \(\Delta=0\).

```lean
/-- For a positive definite dielectric matrix and positive Coulomb weights, the weighted trace
of the screening error is nonnegative, and it vanishes exactly when `ε` is diagonal. -/
theorem weighted_screeningError {ε : Matrix n n ℂ} (hε : ε.PosDef) {v : n → ℝ}
    (hv : ∀ G, 0 < v G) :
    0 ≤ ∑ G, v G * (screeningError ε G G).re ∧
      (∑ G, v G * (screeningError ε G G).re = 0 ↔ ε.IsDiag) := by
  have h0 : ∀ K, ε K K ≠ 0 := fun K => hε.diag_pos.ne'
  have hn : ∀ G, 0 ≤ v G * (screeningError ε G G).re := by
    intro G
    rw [screeningError_diag hε G]
    exact mul_nonneg (hv G).le
      (Complex.nonneg_iff.mp (hε.posSemidef.dotProduct_mulVec_nonneg _)).1
  refine ⟨Finset.sum_nonneg fun G _ => hn G, fun hs => ?_, fun hd => ?_⟩
  · -- every column of the screening error vanishes
    have hcol : ∀ G, (fun K => screeningError ε K G) = 0 := by
      intro G
      by_contra hy
      have hpos := (Complex.pos_iff.mp (hε.dotProduct_mulVec_pos hy)).1
      rw [← screeningError_diag hε G] at hpos
      have hz := (Finset.sum_eq_zero_iff_of_nonneg fun G _ => hn G).mp hs G (Finset.mem_univ G)
      exact (mul_pos (hv G) hpos).ne' hz
    have hinv : ε⁻¹ = Matrix.diagonal fun G => (ε G G)⁻¹ := by
      rw [← diagonalPart_inv h0]
      ext i j
      exact sub_eq_zero.mp (congrFun (hcol j) i)
    -- a matrix with diagonal inverse is diagonal
    intro i j hij
    have h := congrFun (congrFun (Matrix.mul_nonsing_inv ε
      ((Matrix.isUnit_iff_isUnit_det ε).mp hε.isUnit)) i) j
    rw [hinv, Matrix.mul_diagonal, Matrix.one_apply_ne hij] at h
    exact (mul_eq_zero.mp h).resolve_right (inv_ne_zero (h0 j))
  · have h : diagonalPart ε = ε := hd.diagonal_diag
    simp [screeningError, h]
```

The nonnegativity of each term is `hn`, and `hcol` is the vanishing of the columns. The predicate `ε.IsDiag` says that all off-diagonal elements are zero; with a single plane wave it always holds, and the inequality is an equality.

## From the error to the inverse elements

The diagonal elements of \(\varepsilon\) are real and positive, so the weighted error splits as

\[
\sum_G v_G\Delta_{GG}=\sum_G v_G(\varepsilon^{-1})_{GG}-\sum_G\frac{v_G}{\varepsilon_{GG}}.
\]

The previous result becomes

\[
\sum_G v_G(\varepsilon^{-1})_{GG}\ \ge\ \sum_G\frac{v_G}{\varepsilon_{GG}},
\]

with equality exactly for diagonal \(\varepsilon\). Unless \(\varepsilon\) is diagonal, the reciprocals on the right leave too little of the bare interaction: in this weighted sense, the diagonal approximation overscreens.

```lean
/-- For a positive definite dielectric matrix and positive weights, `∑ v_G (ε⁻¹)_GG` is at least
`∑ v_G / ε_GG`, with equality exactly when `ε` is diagonal. -/
theorem sum_div_le_sum_inv {ε : Matrix n n ℂ} (hε : ε.PosDef) {v : n → ℝ}
    (hv : ∀ G, 0 < v G) :
    ∑ G, v G / (ε G G).re ≤ ∑ G, v G * (ε⁻¹ G G).re ∧
      (∑ G, v G * (ε⁻¹ G G).re = ∑ G, v G / (ε G G).re ↔ ε.IsDiag) := by
  have hs : ∑ G, v G * (screeningError ε G G).re =
      ∑ G, v G * (ε⁻¹ G G).re - ∑ G, v G / (ε G G).re := by
    rw [← Finset.sum_sub_distrib]
    refine Finset.sum_congr rfl fun G _ => ?_
    have hp := Complex.pos_iff.mp (hε.diag_pos (i := G))
    -- the diagonal elements are real
    have hr : ((ε G G)⁻¹).re = 1 / (ε G G).re := by
      rw [Complex.inv_re, Complex.normSq_apply, ← hp.2, mul_zero, add_zero,
        div_eq_div_iff (mul_ne_zero hp.1.ne' hp.1.ne') hp.1.ne']
      ring
    rw [screeningError, diagonalPart_inv fun K => hε.diag_pos.ne', Matrix.sub_apply,
      Matrix.diagonal_apply_eq, Complex.sub_re, hr]
    ring
  have h := weighted_screeningError hε hv
  rw [hs] at h
  exact ⟨by linarith [h.1], by rw [← h.2, sub_eq_zero]⟩
```

Here `hs` is the splitting, and `hr` turns the real part of a complex reciprocal into an ordinary quotient. The theorem states the inequality and the equality condition as a conjunction.

## The shift of the Coulomb hole

Subtracting the two holes cancels the \(-1\) in each term:

\[
C(\varepsilon)-C(\operatorname{diag}\varepsilon)=\tfrac12\sum_G v_G\Delta_{GG}\ge0.
\]

Thus \(C(\operatorname{diag}\varepsilon)\le C(\varepsilon)\), again with equality exactly when \(\varepsilon\) is diagonal.

```lean
/-- For a positive definite dielectric matrix and positive weights, dropping the local fields
before inversion never raises the static Coulomb hole, and leaves it unchanged exactly when `ε`
is diagonal. -/
theorem coulombHole_diagonalPart_le {ε : Matrix n n ℂ} (hε : ε.PosDef) {v : n → ℝ}
    (hv : ∀ G, 0 < v G) :
    coulombHole v (diagonalPart ε) ≤ coulombHole v ε ∧
      (coulombHole v (diagonalPart ε) = coulombHole v ε ↔ ε.IsDiag) := by
  have hs : coulombHole v ε - coulombHole v (diagonalPart ε) =
      (1 / 2) * ∑ G, v G * (screeningError ε G G).re := by
    unfold coulombHole
    rw [← mul_sub, ← Finset.sum_sub_distrib]
    congr 1
    refine Finset.sum_congr rfl fun G _ => ?_
    simp only [screeningError, Matrix.sub_apply, Complex.sub_re]
    ring
  have h := weighted_screeningError hε hv
  refine ⟨by linarith [h.1], ?_⟩
  rw [← h.2]
  constructor <;> intro h' <;> linarith
```

This fixes the sign of one static, cell-averaged term of the self-energy in a finite plane-wave set. It does not determine the sign of the error in a quasiparticle energy or a band gap, which also involves screened exchange, the orbitals and, in full \(G_0W_0\), the frequency dependence.

## When lower means deeper

A lower value is a deeper hole if the full hole is already nonpositive. A sufficient condition is that \(\varepsilon-1\) be positive semidefinite: the medium then never raises the electrostatic energy of a static external charge distribution above its bare value. The static random-phase approximation for a system in its ground state has this property, because its independent-particle response is negative semidefinite.

With \(A=\varepsilon^{-1}\),

\[
(1-A)^2+A(\varepsilon-1)A
=1-2A+A^2+A\varepsilon A-A^2
=1-A.
\]

Since \(A\) is Hermitian, both terms on the left are positive semidefinite. The diagonal elements of \(1-A\) are therefore nonnegative, so \((\varepsilon^{-1})_{GG}\le1\) for every \(G\), and nonnegative weights give \(C(\varepsilon)\le0\).

```lean
/-- If `ε - 1` is positive semidefinite and the Coulomb weights are nonnegative, the static
Coulomb hole is nonpositive. -/
theorem coulombHole_nonpos {ε : Matrix n n ℂ} (h : (ε - 1).PosSemidef) {v : n → ℝ}
    (hv : ∀ G, 0 ≤ v G) : coulombHole v ε ≤ 0 := by
  have hε : ε.PosDef := by
    have h1 := Matrix.PosDef.one.add_posSemidef h
    rwa [add_sub_cancel] at h1
  have hu : IsUnit ε.det := (Matrix.isUnit_iff_isUnit_det ε).mp hε.isUnit
  have hA : (ε⁻¹)ᴴ = ε⁻¹ := hε.isHermitian.inv
  -- `1 - ε⁻¹` is a sum of two positive semidefinite matrices
  have key : ∀ A E : Matrix n n ℂ, A * E = 1 →
      (1 - A) * (1 - A) + A * (E - 1) * A = 1 - A := by
    intro A E h1
    calc (1 - A) * (1 - A) + A * (E - 1) * A
        = 1 - A - A + (A * E) * A := by noncomm_ring
      _ = 1 - A := by rw [h1, one_mul, sub_add_cancel]
  have hp := (Matrix.posSemidef_conjTranspose_mul_self (1 - ε⁻¹)).add
    (h.conjTranspose_mul_mul_same ε⁻¹)
  rw [Matrix.conjTranspose_sub, Matrix.conjTranspose_one, hA,
    key _ _ (Matrix.nonsing_inv_mul ε hu)] at hp
  have hsum : ∑ G, v G * ((ε⁻¹ G G).re - 1) ≤ 0 := by
    refine Finset.sum_nonpos fun G _ => mul_nonpos_of_nonneg_of_nonpos (hv G) ?_
    have hG := (Complex.nonneg_iff.mp (hp.diag_nonneg (i := G))).1
    rw [Matrix.sub_apply, Matrix.one_apply_eq, Complex.sub_re, Complex.one_re] at hG
    linarith
  unfold coulombHole
  linarith
```

The code first obtains positive definiteness from \(\varepsilon=1+(\varepsilon-1)\), then uses `key` for the identity and `hp` for the positivity of the sum. With positive weights, this and the preceding comparison give \(C(\operatorname{diag}\varepsilon)\le C(\varepsilon)\le0\), so neglecting local fields makes the hole too deep whenever \(\varepsilon\) has a nonzero off-diagonal element.

## The exact shift for two plane waves

For two plane waves, labelled 0 and 1, take

\[
\varepsilon=\begin{pmatrix}a&w\\ \overline w&b\end{pmatrix},
\]

with \(a,b\) real and \(w\) the complex local-field coupling.

```lean
/-- The Hermitian dielectric matrix of two plane waves with diagonal elements `a`, `b` and
off-diagonal coupling `w`. -/
def twoWave (a b : ℝ) (w : ℂ) : Matrix (Fin 2) (Fin 2) ℂ := !![(a : ℂ), w; conj w, (b : ℂ)]
```

Let \(a>0\) and \(|w|^2<ab\), which also forces \(b>0\). The diagonal elements of the inverse are

\[
(\varepsilon^{-1})_{00}=\frac{b}{ab-|w|^2},\qquad
(\varepsilon^{-1})_{11}=\frac{a}{ab-|w|^2}.
\]

Subtracting the reciprocals gives

\[
\frac{b}{ab-|w|^2}-\frac1a=\frac{|w|^2}{a(ab-|w|^2)},\qquad
\frac{a}{ab-|w|^2}-\frac1b=\frac{|w|^2}{b(ab-|w|^2)}.
\]

Weighting by \(v_0\) and \(v_1\) and halving the sum,

\[
C(\varepsilon)-C(\operatorname{diag}\varepsilon)
=\frac12\left(\frac{v_0}{a}+\frac{v_1}{b}\right)\frac{|w|^2}{ab-|w|^2}.
\]

In the code `Complex.normSq w` is \(|w|^2\). The steps `h0` and `h1` compute the diagonal elements of the full inverse, `d0` and `d1` the two reciprocals, and the closing algebra combines them. This identity holds for any real weights; positive weights make the shift positive when \(w\neq0\).

```lean
/-- For two plane waves with `a > 0` and `|w|² < a b`, and any real weights, the Coulomb hole minus
its value without local fields is `(1/2) (v₀/a + v₁/b) |w|² / (a b - |w|²)`. -/
theorem coulombHole_twoWave {a b : ℝ} {w : ℂ} (ha : 0 < a) (hw : Complex.normSq w < a * b)
    (v : Fin 2 → ℝ) :
    coulombHole v (twoWave a b w) - coulombHole v (diagonalPart (twoWave a b w)) =
      (1 / 2) * (v 0 / a + v 1 / b) * (Complex.normSq w / (a * b - Complex.normSq w)) := by
  have hb : 0 < b := (mul_pos_iff_of_pos_left ha).mp ((Complex.normSq_nonneg w).trans_lt hw)
  have hD : a * b - Complex.normSq w ≠ 0 := (sub_pos.mpr hw).ne'
  have hinv : (twoWave a b w)⁻¹ = (((a * b - Complex.normSq w)⁻¹ : ℝ) : ℂ) •
      !![(b : ℂ), -w; -conj w, (a : ℂ)] := by
    rw [twoWave, Matrix.inv_def, Matrix.det_fin_two_of, Matrix.adjugate_fin_two_of,
      Ring.inverse_eq_inv', Complex.mul_conj]
    push_cast
    rfl
  have h0 : ((twoWave a b w)⁻¹ 0 0).re = b / (a * b - Complex.normSq w) := by
    rw [hinv]
    change ((((a * b - Complex.normSq w)⁻¹ : ℝ) : ℂ) * (b : ℂ)).re = _
    rw [← Complex.ofReal_mul, Complex.ofReal_re, mul_comm, div_eq_mul_inv]
  have h1 : ((twoWave a b w)⁻¹ 1 1).re = a / (a * b - Complex.normSq w) := by
    rw [hinv]
    change ((((a * b - Complex.normSq w)⁻¹ : ℝ) : ℂ) * (a : ℂ)).re = _
    rw [← Complex.ofReal_mul, Complex.ofReal_re, mul_comm, div_eq_mul_inv]
  have hne : ∀ G, twoWave a b w G G ≠ 0 := by
    intro G
    fin_cases G
    · exact Complex.ofReal_ne_zero.mpr ha.ne'
    · exact Complex.ofReal_ne_zero.mpr hb.ne'
  have d0 : ((diagonalPart (twoWave a b w))⁻¹ 0 0).re = a⁻¹ := by
    rw [diagonalPart_inv hne, Matrix.diagonal_apply_eq]
    change ((a : ℂ)⁻¹).re = _
    rw [← Complex.ofReal_inv, Complex.ofReal_re]
  have d1 : ((diagonalPart (twoWave a b w))⁻¹ 1 1).re = b⁻¹ := by
    rw [diagonalPart_inv hne, Matrix.diagonal_apply_eq]
    change ((b : ℂ)⁻¹).re = _
    rw [← Complex.ofReal_inv, Complex.ofReal_re]
  unfold coulombHole
  rw [Fin.sum_univ_two, Fin.sum_univ_two, h0, h1, d0, d1]
  -- name the determinant, so that only single variables stand in denominators
  obtain ⟨D, hDdef⟩ : ∃ D, D = a * b - Complex.normSq w := ⟨_, rfl⟩
  have hN : Complex.normSq w = a * b - D := by linarith
  rw [← hDdef] at hD ⊢
  rw [hN]
  have ha0 : a ≠ 0 := ha.ne'
  have hb0 : b ≠ 0 := hb.ne'
  field_simp
  ring

end

end NeglectedLocalFields
```

```lean
#print axioms NeglectedLocalFields.sum_div_le_sum_inv
#print axioms NeglectedLocalFields.coulombHole_diagonalPart_le
#print axioms NeglectedLocalFields.coulombHole_nonpos
#print axioms NeglectedLocalFields.coulombHole_twoWave
```

```
'NeglectedLocalFields.sum_div_le_sum_inv' depends on axioms: [propext, Classical.choice, Quot.sound]
'NeglectedLocalFields.coulombHole_diagonalPart_le' depends on axioms: [propext, Classical.choice, Quot.sound]
'NeglectedLocalFields.coulombHole_nonpos' depends on axioms: [propext, Classical.choice, Quot.sound]
'NeglectedLocalFields.coulombHole_twoWave' depends on axioms: [propext, Classical.choice, Quot.sound]
```
